# For dilute homogeneous spheres of equal contrast, the Guinier-apparent squared radius is at least the mean squared radius

Let finitely many sphere radii R_i > 0 occur with number fractions p_i > 0 that sum to one, and write ⟨Rᵏ⟩ for the sum of p_i R_iᵏ over all sizes i. Then

⟨R⁸⟩ / ⟨R⁶⟩ ≥ ⟨R²⟩,

with equality exactly when all radii coincide. The left side is the squared radius that the initial decay of the small-angle intensity reports if the sample is read as a single size. To compare a simulated size distribution with such a measurement, one should therefore compute ⟨R⁸⟩/⟨R⁶⟩ from it and not ⟨R²⟩, provided that the particles are dilute, non-interacting homogeneous spheres of equal contrast.

## The sample and its intensity

```lean
import Mathlib

open Filter Topology

namespace GuinierPolydispersity

noncomputable section

variable {ι : Type*} [Fintype ι]
```

The type `ι` is the set of labels for the sizes, and `Fintype ι` says that it is finite. A continuous size distribution has to be binned first.

```lean
/-- The `k`-th moment of the radius for number fractions `p` and radii `R`. -/
def moment (p R : ι → ℝ) (k : ℕ) : ℝ := ∑ i, p i * R i ^ k
```

Fractions and radii are functions from labels to real numbers, so `p i` is p_i and `R i` is R_i, in any fixed unit of length. `moment p R k` is ⟨Rᵏ⟩. The definition itself doesn't require the fractions to sum to one; theorems that need this say so.

```lean
/-- The Guinier-apparent squared radius, the eighth moment over the sixth; it is meaningful only for
samples with nonzero sixth moment. -/
def apparentSq (p R : ι → ℝ) : ℝ := moment p R 8 / moment p R 6
```

This is the ratio ⟨R⁸⟩/⟨R⁶⟩. Its name is justified by `guinier_law` below.

```lean
/-- The normalised scattering amplitude of a homogeneous sphere at `x = q R`,
with the forward value 1 at `x = 0`. -/
def sphereAmplitude (x : ℝ) : ℝ :=
  if x = 0 then 1 else 3 * (Real.sin x - x * Real.cos x) / x ^ 3
```

With q the magnitude of the scattering vector and x = qR, the amplitude of a homogeneous sphere is

A(x) = 3 (sin x − x cos x) / x³, A(0) = 1.

The formula is entered as a definition and not derived from the Fourier integral over the ball. The value at zero is its limit.

```lean
/-- The intensity of a dilute mixture of homogeneous spheres of equal contrast, at scattering-vector
magnitude `q` and up to a constant factor: each sphere contributes its squared volume times its
squared amplitude. -/
def intensity (p R : ι → ℝ) (q : ℝ) : ℝ :=
  ∑ i, p i * R i ^ 6 * sphereAmplitude (q * R i) ^ 2
```

The intensity is

I(q) = Σ_i p_i R_i⁶ A(qR_i)².

The factor R_i⁶ is the squared volume up to a constant. Adding intensities, not amplitudes, expresses diluteness: there is no interference between particles. Equal contrast is also built in, since no size carries its own scattering-length density.

```lean
/-- The contribution of a pair of sizes to the polydispersity bias, before normalisation. -/
def pairBias (p R : ι → ℝ) (i j : ι) : ℝ :=
  p i * p j * (R i ^ 2 - R j ^ 2) ^ 2 * (R i ^ 4 + R i ^ 2 * R j ^ 2 + R j ^ 4)
```

For two sizes i and j this is

B_ij = p_i p_j (R_i² − R_j²)² (R_i⁴ + R_i² R_j² + R_j⁴).

It is zero for i = j and never negative for positive fractions.

## From the sphere amplitude to the Guinier law

```lean
/-- For `0 ≤ x ≤ 1` the expression `sin x - x cos x`, which is one third of the numerator of the
sphere amplitude, is `x³/3 - x⁵/30` up to an error of at most `x⁶`. -/
theorem amplitude_numerator_bound {x : ℝ} (hx0 : 0 ≤ x) (hx1 : x ≤ 1) :
    |Real.sin x - x * Real.cos x - (x ^ 3 / 3 - x ^ 5 / 30)| ≤ x ^ 6 := by
  have hd : ∀ t ∈ Set.Icc 0 x, HasDerivWithinAt
      (fun t : ℝ => Real.sin t - t * Real.cos t - (t ^ 3 / 3 - t ^ 5 / 30))
      (t * (Real.sin t - (t - t ^ 3 / 6))) (Set.Icc 0 x) t := by
    intro t _
    have e3 : HasDerivAt (fun t : ℝ => t ^ 3) (3 * t ^ 2) t := by
      simpa using hasDerivAt_pow 3 t
    have e5 : HasDerivAt (fun t : ℝ => t ^ 5) (5 * t ^ 4) t := by
      simpa using hasDerivAt_pow 5 t
    have h := ((Real.hasDerivAt_sin t).fun_sub
      ((hasDerivAt_id' t).fun_mul (Real.hasDerivAt_cos t))).fun_sub
      ((e3.div_const 3).fun_sub (e5.div_const 30))
    exact (h.congr_deriv (by ring)).hasDerivWithinAt
  -- the derivative is small because the sine is close to its cubic Taylor polynomial
  have hb : ∀ t ∈ Set.Icc 0 x, ‖t * (Real.sin t - (t - t ^ 3 / 6))‖ ≤ x ^ 5 := by
    intro t ht
    have hs := Real.sin_bound (x := t) (abs_le.2 ⟨by linarith [ht.1], ht.2.trans hx1⟩)
    rw [abs_of_nonneg ht.1] at hs
    rw [Real.norm_eq_abs, abs_mul, abs_of_nonneg ht.1]
    calc t * |Real.sin t - (t - t ^ 3 / 6)| ≤ 1 * t ^ 5 :=
          mul_le_mul (ht.2.trans hx1) (by linarith [pow_nonneg ht.1 5])
            (abs_nonneg _) zero_le_one
      _ ≤ x ^ 5 := by rw [one_mul]; exact pow_le_pow_left₀ ht.1 ht.2 5
  have h := (convex_Icc 0 x).norm_image_sub_le_of_norm_hasDerivWithin_le hd hb
    (Set.left_mem_Icc.2 hx0) (Set.right_mem_Icc.2 hx0)
  have h0 : Real.sin 0 - 0 * Real.cos 0 - ((0 : ℝ) ^ 3 / 3 - 0 ^ 5 / 30) = 0 := by norm_num
  simp only [h0, sub_zero, Real.norm_eq_abs, abs_of_nonneg hx0] at h
  exact h.trans_eq (by ring)
```

In a Lean theorem the hypotheses stand before the last colon of the statement, the claim after it, and the proof after `:=`. Here the claim is, for 0 ≤ x ≤ 1,

|sin x − x cos x − (x³/3 − x⁵/30)| ≤ x⁶.

By hand, call the expression inside the bars E(x). Since the derivative of sin t − t cos t is t sin t,

E′(t) = t sin t − t² + t⁴/6 = t (sin t − (t − t³/6)).

The sine differs from t − t³/6 by at most t⁵ on this interval, so |E′(t)| ≤ t · t⁵ ≤ x⁵ for 0 ≤ t ≤ x. As E(0) = 0, the mean-value estimate gives |E(x)| ≤ x⁵ · x = x⁶.

In the code, `hd` is the derivative, `hb` its bound, and the long-named lemma on convex sets is the mean-value estimate.

```lean
/-- The fractional intensity drop of a single sphere, divided by `x² = (q R)²`,
tends to `1/5` at small angle. -/
theorem sphere_drop :
    Tendsto (fun x => (1 - sphereAmplitude x ^ 2) / x ^ 2) (𝓝[>] 0) (𝓝 (1 / 5)) := by
  have hu : Tendsto (fun x => (1 - sphereAmplitude x) / x ^ 2) (𝓝[>] 0) (𝓝 (1 / 10)) := by
    rw [tendsto_iff_norm_sub_tendsto_zero]
    have hlim : Tendsto (fun x : ℝ => 3 * x) (𝓝[>] 0) (𝓝 0) :=
      (Continuous.tendsto' (by fun_prop) 0 0 (by simp)).mono_left nhdsWithin_le_nhds
    refine squeeze_zero' (Eventually.of_forall fun _ => norm_nonneg _) ?_ hlim
    filter_upwards [Ioc_mem_nhdsGT (zero_lt_one' ℝ)] with x hx
    have hx0 : x ≠ 0 := hx.1.ne'
    have e : (1 - sphereAmplitude x) / x ^ 2 - 1 / 10 =
        -3 * (Real.sin x - x * Real.cos x - (x ^ 3 / 3 - x ^ 5 / 30)) / x ^ 5 := by
      rw [sphereAmplitude, if_neg hx0]
      field_simp
      ring
    have h3 : |(-3 : ℝ)| = 3 := by norm_num
    rw [e, Real.norm_eq_abs, abs_div, abs_mul, h3, abs_of_pos (pow_pos hx.1 5),
      div_le_iff₀ (pow_pos hx.1 5)]
    linarith [amplitude_numerator_bound hx.1.le hx.2]
  have hsq : Tendsto (fun x : ℝ => x ^ 2) (𝓝[>] 0) (𝓝 0) :=
    (Continuous.tendsto' (by fun_prop) 0 0 (by simp)).mono_left nhdsWithin_le_nhds
  -- factor `1 - A² = (1 - A) (2 - (1 - A))`
  have h := hu.mul ((tendsto_const_nhds (x := (2 : ℝ))).sub (hsq.mul hu))
  rw [show (1 / 10 : ℝ) * (2 - 0 * (1 / 10)) = 1 / 5 by norm_num] at h
  refine h.congr' ?_
  filter_upwards [self_mem_nhdsWithin] with x hx
  rw [mul_div_cancel₀ _ (pow_ne_zero 2 (ne_of_gt hx))]
  ring
```

`Tendsto f (𝓝[>] 0) (𝓝 a)` says that f(x) tends to a as x goes to zero through positive values. The claim is

(1 − A(x)²) / x² → 1/5.

Put u(x) = (1 − A(x))/x². Inserting the definition of A gives

u(x) − 1/10 = −3 E(x) / x⁵,

which is at most 3x in absolute value, so u → 1/10. This is `hu`, proved by squeezing. Then

(1 − A²)/x² = u (2 − x² u) → (1/10) · 2 = 1/5.

```lean
/-- With positive fractions and radii, every moment of a nonempty sample is positive. -/
theorem moment_pos [Nonempty ι] {p R : ι → ℝ} (hp : ∀ i, 0 < p i) (hR : ∀ i, 0 < R i)
    (k : ℕ) : 0 < moment p R k :=
  Finset.sum_pos (fun i _ => mul_pos (hp i) (pow_pos (hR i) k)) Finset.univ_nonempty
```

Every moment is a sum of positive terms, and `Nonempty ι` supplies at least one term. The lemma is used to divide safely by ⟨R⁶⟩.

```lean
/-- Guinier law of a nonempty mixture with positive fractions and radii: the fractional intensity
drop divided by `q²` tends to one fifth of the apparent squared radius as `q` tends to zero from
above. -/
theorem guinier_law [Nonempty ι] {p R : ι → ℝ} (hp : ∀ i, 0 < p i) (hR : ∀ i, 0 < R i) :
    Tendsto (fun q => (1 - intensity p R q / intensity p R 0) / q ^ 2) (𝓝[>] 0)
      (𝓝 (apparentSq p R / 5)) := by
  have h0 : intensity p R 0 = moment p R 6 := by simp [intensity, sphereAmplitude, moment]
  have hi : ∀ i, Tendsto (fun q => p i * R i ^ 8 *
      ((1 - sphereAmplitude (q * R i) ^ 2) / (q * R i) ^ 2)) (𝓝[>] 0)
      (𝓝 (p i * R i ^ 8 * (1 / 5))) := by
    intro i
    have hq : Tendsto (fun q : ℝ => q * R i) (𝓝[>] 0) (𝓝[>] 0) := by
      refine tendsto_nhdsWithin_iff.2 ⟨(Continuous.tendsto' (by fun_prop) 0 0
        (by simp)).mono_left nhdsWithin_le_nhds, ?_⟩
      filter_upwards [self_mem_nhdsWithin] with q hq
      exact mul_pos hq (hR i)
    exact (sphere_drop.comp hq).const_mul _
  -- add the contributions of all sizes and normalise by the forward intensity
  have h := (tendsto_finsetSum Finset.univ (fun i _ => hi i)).div_const (moment p R 6)
  have hl : (∑ i, p i * R i ^ 8 * (1 / 5)) / moment p R 6 = apparentSq p R / 5 := by
    rw [← Finset.sum_mul]
    unfold apparentSq moment
    ring
  rw [hl] at h
  refine h.congr' ?_
  filter_upwards [self_mem_nhdsWithin] with q hq
  have hq0 : 0 < q := hq
  have hs : ∑ i, p i * R i ^ 8 * ((1 - sphereAmplitude (q * R i) ^ 2) / (q * R i) ^ 2) =
      (moment p R 6 - intensity p R q) / q ^ 2 := by
    unfold moment intensity
    rw [← Finset.sum_sub_distrib, Finset.sum_div]
    refine Finset.sum_congr rfl fun i _ => ?_
    have hRi := hR i
    rw [← mul_div_assoc, div_eq_div_iff (by positivity) (by positivity)]
    ring
  rw [hs, h0, div_right_comm, sub_div (moment p R 6), div_self (moment_pos hp hR 6).ne']
```

The theorem states that, as q → 0 from above,

(1 − I(q)/I(0)) / q² → (1/5) ⟨R⁸⟩/⟨R⁶⟩.

For a single radius the right side is R²/5, so five times the measured limit is the apparent squared radius. The radius of gyration R_g of a homogeneous sphere satisfies R_g² = 3R²/5, so the limit R²/5 equals R_g²/3, the coefficient in Guinier's approximation I(q) ≈ I(0) exp(−q²R_g²/3). Only this leading-order behaviour is proved here, not the accuracy of the exponential at finite q.

By hand, I(0) = ⟨R⁶⟩ because A(0) = 1. Then

(I(0) − I(q)) / q² = Σ_i p_i R_i⁸ · (1 − A(qR_i)²) / (qR_i)²,

where the numerator and denominator of each term were multiplied by R_i². Each quotient tends to 1/5 by `sphere_drop`, since qR_i goes to zero from above along with q. The finite sum tends to ⟨R⁸⟩/5, and division by ⟨R⁶⟩ finishes the argument. In the code, `hi` is the limit for one size and `hs` is the displayed identity. The law concerns the limit q → 0; a straight-line fit over a finite range of q is a different quantity.

## The bias as a sum over pairs

```lean
/-- Exact polydispersity bias, for positive radii and positive fractions summing to one:
the apparent minus the mean squared radius is a normalised sum over pairs of sizes. -/
theorem bias_formula [Nonempty ι] {p R : ι → ℝ} (hp : ∀ i, 0 < p i) (hR : ∀ i, 0 < R i)
    (hsum : ∑ i, p i = 1) :
    apparentSq p R - moment p R 2 = (∑ i, ∑ j, pairBias p R i j) / (2 * moment p R 6) := by
  have key : ∑ i, ∑ j, pairBias p R i j =
      2 * (moment p R 8 - moment p R 6 * moment p R 2) := by
    calc _ = ∑ i, ∑ j, ((p i * R i ^ 8) * p j + p i * (p j * R j ^ 8)
          - (p i * R i ^ 6) * (p j * R j ^ 2) - (p i * R i ^ 2) * (p j * R j ^ 6)) :=
          Finset.sum_congr rfl fun i _ => Finset.sum_congr rfl fun j _ => by
            rw [pairBias]; ring
      _ = _ := by
          simp only [Finset.sum_sub_distrib, Finset.sum_add_distrib, ← Finset.sum_mul_sum,
            hsum, moment]
          ring
  rw [key, apparentSq, mul_div_mul_left _ _ (by norm_num : (2 : ℝ) ≠ 0), sub_div,
    mul_div_cancel_left₀ _ (moment_pos hp hR 6).ne']
```

Now the fractions must sum to one, which is `hsum`. The claim is an exact identity:

⟨R⁸⟩/⟨R⁶⟩ − ⟨R²⟩ = (Σ_i Σ_j B_ij) / (2⟨R⁶⟩).

To check it, write a = R_i² and b = R_j². Then

(a − b)² (a² + ab + b²) = (a − b)(a³ − b³) = a⁴ + b⁴ − a³b − ab³.

Multiply by p_i p_j and sum over both labels. The first two terms each give ⟨R⁸⟩, because the free sum over fractions is one. The last two each give ⟨R⁶⟩⟨R²⟩. Hence

Σ_i Σ_j B_ij = 2 (⟨R⁸⟩ − ⟨R⁶⟩⟨R²⟩),

which is `key`. Dividing by 2⟨R⁶⟩ gives the formula.

```lean
/-- For positive radii and positive number fractions summing to one, the Guinier-apparent squared
radius is at least the mean squared radius, with equality exactly when all radii coincide. -/
theorem mean_sq_le_apparentSq {p R : ι → ℝ} (hp : ∀ i, 0 < p i) (hR : ∀ i, 0 < R i)
    (hsum : ∑ i, p i = 1) :
    moment p R 2 ≤ apparentSq p R ∧
      (moment p R 2 = apparentSq p R ↔ ∀ i j, R i = R j) := by
  have : Nonempty ι := by
    by_contra h
    rw [not_nonempty_iff] at h
    simp at hsum
  have hm := moment_pos hp hR 6
  have hb := bias_formula hp hR hsum
  have hn : ∀ i j, 0 ≤ pairBias p R i j := fun i j => by
    have := hp i
    have := hp j
    unfold pairBias
    positivity
  have hn' : ∀ i, 0 ≤ ∑ j, pairBias p R i j := fun i => Finset.sum_nonneg fun j _ => hn i j
  refine ⟨sub_nonneg.1 ((div_nonneg (Finset.sum_nonneg fun i _ => hn' i)
    (by positivity)).trans hb.ge), fun h i j => ?_, fun h => ?_⟩
  · -- zero bias forces every pair term to vanish
    rw [h, sub_self, eq_comm, div_eq_zero_iff] at hb
    have h1 := (Finset.sum_eq_zero_iff_of_nonneg fun i _ => hn' i).1
      (hb.resolve_right (by positivity)) i (Finset.mem_univ i)
    have h2 := (Finset.sum_eq_zero_iff_of_nonneg fun j _ => hn i j).1 h1 j (Finset.mem_univ j)
    have hRi := hR i
    have hRj := hR j
    have hc : R i ^ 4 + R i ^ 2 * R j ^ 2 + R j ^ 4 ≠ 0 := by positivity
    rw [pairBias] at h2
    have h3 := (mul_eq_zero.1 ((mul_eq_zero.1 h2).resolve_right hc)).resolve_left
      (mul_pos (hp i) (hp j)).ne'
    exact (sq_eq_sq₀ hRi.le hRj.le).1 (sub_eq_zero.1 ((pow_eq_zero_iff two_ne_zero).1 h3))
  · have hS : ∀ i j, pairBias p R i j = 0 := fun i j => by
      rw [pairBias, h i j]
      ring
    simp only [hS, Finset.sum_const_zero, zero_div] at hb
    linarith
```

The symbol `∧` joins the two parts of the result: the inequality, and the equivalence (`↔`) between equality and `∀ i j, R i = R j`, that is, R_i = R_j for all pairs. Non-emptiness is no longer assumed, because an empty sum can't equal one.

The inequality follows from the bias formula: all B_ij are non-negative (`hn`) and ⟨R⁶⟩ is positive. If all radii coincide, every B_ij is zero and so is the bias. Conversely, suppose the bias is zero. Then the double sum is zero, so each B_ij is zero. Its factors p_i p_j and R_i⁴ + R_i² R_j² + R_j⁴ are positive, which leaves R_i² = R_j², and positive radii with equal squares are equal.

The step from a vanishing sum to vanishing terms is carried by the Mathlib lemma `Finset.sum_eq_zero_iff_of_nonneg`. It says that a finite sum of non-negative terms is zero if and only if every term is zero. One hands it the proof of non-negativity, and `.1` selects the direction from the sum to the terms. What comes out is a statement about all labels, which is then applied to a particular one; `Finset.mem_univ i` certifies that i belongs to the range of summation. The double sum takes two applications: `h1` says that the inner sum for the chosen i vanishes, and `h2` that the single term B_ij does.

The equality case needs every listed size to be present. Weaken p_i > 0 to p_i ≥ 0 and take fractions 1 and 0 with radii 1 and 2. Both ⟨R⁸⟩/⟨R⁶⟩ and ⟨R²⟩ are then 1, yet the listed radii differ. Empty bins of a histogram should thus be removed before the criterion is applied.

## One large sphere in a thousand

```lean
/-- One sphere in a thousand with ten times the radius of the others makes the apparent squared
radius more than 90 times the mean squared radius. -/
theorem rare_large_spheres :
    90 * moment ![999 / 1000, 1 / 1000] ![1, 10] 2 <
      apparentSq ![999 / 1000, 1 / 1000] ![1, 10] := by
  norm_num [apparentSq, moment, Fin.sum_univ_two]

end

end GuinierPolydispersity
```

The notation `![1, 10]` lists the values of a function on two labels. Here 999 spheres in a thousand have radius 1 and one has radius 10. The moments are

⟨R²⟩ = 0.999 + 0.1 = 1.099,
⟨R⁶⟩ = 0.999 + 1000 = 1000.999,
⟨R⁸⟩ = 0.999 + 100000 = 100000.999.

The apparent squared radius is about 99.90, while 90⟨R²⟩ is 98.91. The tactic `norm_num` does this arithmetic with fractions. The apparent radius is close to 10, that of the rare sphere, although the root-mean-square radius is about 1.05.

```lean
#print axioms GuinierPolydispersity.guinier_law
-- 'GuinierPolydispersity.guinier_law' depends on axioms: [propext, Classical.choice, Quot.sound]
#print axioms GuinierPolydispersity.mean_sq_le_apparentSq
-- 'GuinierPolydispersity.mean_sq_le_apparentSq' depends on axioms: [propext, Classical.choice, Quot.sound]
#print axioms GuinierPolydispersity.rare_large_spheres
-- 'GuinierPolydispersity.rare_large_spheres' depends on axioms: [propext, Classical.choice, Quot.sound]
```
